# Gamma-distributed decay rates of mean k and shape n/2 have relative variance 2/n and averaged survival (1 + 2kt/n)^(−n/2)

## How does a spread of state-resolved rates change the decay?

Molecules excited into a narrow energy window above a dissociation threshold need not all decay at the same rate: each metastable state has its own rate x. I have seen these rates modelled by a gamma density with mean k and shape n/2, where n counts effective decay channels. The relative variance is then said to be 2/n, and the averaged survival (1 + 2kt/n)^(−n/2) instead of exp(−kt). Can this be derived rigorously and checked by machine?

## One gamma integral gives both the moments and the survival

Yes, once the gamma law is assumed. For integer n it describes a rate that is a sum of n squared, independent, real Gaussian decay amplitudes of zero mean and equal variance. Take n, k > 0 and set a = n/2 and r = n/(2k). The density for x > 0 is

p(x) = r^a x^(a−1) exp(−rx) / Γ(a).

Write ⟨f⟩ for the integral of f(x) p(x) over x > 0. For m = 0, 1, 2, … and t ≥ 0, Euler's gamma integral gives

⟨x^m exp(−xt)⟩ = (r^a / Γ(a)) ∫₀^∞ x^(a+m−1) exp(−(r+t)x) dx = r^a Γ(a+m) / (Γ(a) (r+t)^(a+m)).

At t = 0 this is r^(−m) Γ(a+m)/Γ(a). With Γ(s+1) = sΓ(s), the first three moments are

⟨1⟩ = 1, ⟨x⟩ = a/r = k, ⟨x²⟩ = a(a+1)/r² = k²(1 + 2/n).

Expanding the square gives the variance:

⟨(x−k)²⟩ = ⟨x²⟩ − 2k⟨x⟩ + k²⟨1⟩ = 2k²/n.

Division by k² leaves 2/n. Setting m = 0 instead gives the survival:

⟨exp(−xt)⟩ = (r/(r+t))^a = (1 + t/r)^(−a) = (1 + 2kt/n)^(−n/2).

For t > 0, put u = 2kt/n. Since ln(1+u) < u,

(1+u)^(−n/2) = exp(−(n/2) ln(1+u)) > exp(−(n/2)u) = exp(−kt).

As n → ∞, (1 + 2kt/n)^n → exp(2kt); raising this to the power −1/2 gives the limit exp(−kt).

In the Lean file, `rateDensity n k x` is p(x), and `rateAverage n k f` is ⟨f⟩, an integral over `Ioi 0`, the positive half-line. `rateVariance` averages the squared deviation from the computed mean, not from a k inserted by hand. Both `n` and `k` are real numbers, so n need not be an integer; x and k share one unit of inverse time.

The main theorem, `rate_fluctuations_and_survival`, assumes only `0 < n` and `0 < k`. It states normalisation, the mean, the relative variance and the survival for every t ≥ 0. `rateDensity_eq_chiSquare` identifies p(x) with n/k times the chi-square density at nx/k.

The model replaces discrete states by a continuous density, weights them by p alone, and lets each decay exponentially and independently. It contains no collisions or thermal averaging, and it does not derive the gamma law or k from a Hamiltonian.

```lean
import Mathlib

open MeasureTheory Set Filter Topology

namespace FluctuatingUnimolecularRates

noncomputable section

/-- Gamma density of shape `n/2` and mean `k` for the state-resolved rate `x`;
the domain is `n, k, x > 0`. -/
def rateDensity (n k x : ℝ) : ℝ :=
  (n / (2 * k)) ^ (n / 2) / Real.Gamma (n / 2) * x ^ (n / 2 - 1) *
    Real.exp (-(n / (2 * k) * x))

/-- Chi-square density with `n` degrees of freedom, for `n, y > 0`. -/
def chiSquareDensity (n y : ℝ) : ℝ :=
  y ^ (n / 2 - 1) * Real.exp (-(y / 2)) / (2 ^ (n / 2) * Real.Gamma (n / 2))

/-- Average of a function `f` of the rate over the ensemble of states. -/
def rateAverage (n k : ℝ) (f : ℝ → ℝ) : ℝ :=
  ∫ x in Ioi (0 : ℝ), f x * rateDensity n k x

/-- Variance of the rate: the average squared deviation from the mean rate. -/
def rateVariance (n k : ℝ) : ℝ :=
  rateAverage n k (fun x => (x - rateAverage n k (fun y => y)) ^ 2)

variable {n k t : ℝ}

/-- The rate density is the chi-square density with `n` degrees of freedom in the
scaled variable `n x / k`. -/
theorem rateDensity_eq_chiSquare (hn : 0 < n) (hk : 0 < k) {x : ℝ} (hx : 0 < x) :
    rateDensity n k x = n / k * chiSquareDensity n (n / k * x) := by
  have hc : 0 < n / k := by positivity
  have h1 : (n / k * x) ^ (n / 2 - 1) = (n / k) ^ (n / 2 - 1) * x ^ (n / 2 - 1) :=
    Real.mul_rpow hc.le hx.le
  have h2 : (n / k) ^ (n / 2) = (n / k) ^ (n / 2 - 1) * (n / k) := by
    rw [← Real.rpow_add_one hc.ne', sub_add_cancel]
  have h3 : (n / (2 * k)) ^ (n / 2) = (n / k) ^ (n / 2) / 2 ^ (n / 2) := by
    rw [← Real.div_rpow hc.le (by norm_num)]
    congr 1
    field
  have h4 : n / (2 * k) * x = n / k * x / 2 := by field
  unfold rateDensity chiSquareDensity
  rw [h3, h4, h1, h2]
  ring

/-- Average of `x ^ m * exp (-x t)` over the rates, from Euler's gamma integral. -/
theorem average_pow_mul_exp (hn : 0 < n) (hk : 0 < k) (ht : 0 ≤ t) (m : ℕ) :
    rateAverage n k (fun x => x ^ m * Real.exp (-(x * t))) =
      (n / (2 * k)) ^ (n / 2) / Real.Gamma (n / 2) *
        ((1 / (n / (2 * k) + t)) ^ (n / 2 + m) * Real.Gamma (n / 2 + m)) := by
  have h := Real.integral_rpow_mul_exp_neg_mul_Ioi (a := n / 2 + m)
    (r := n / (2 * k) + t) (by positivity) (by positivity)
  rw [← h, ← integral_const_mul]
  unfold rateAverage
  apply setIntegral_congr_fun measurableSet_Ioi
  intro x hx
  have hx' : 0 < x := hx
  -- the power and the exponential are absorbed into the gamma density
  have h1 : x ^ (n / 2 + m - 1) = x ^ (n / 2 - 1) * x ^ m := by
    rw [← Real.rpow_natCast x m, ← Real.rpow_add hx']
    congr 1
    ring
  have h2 : Real.exp (-((n / (2 * k) + t) * x)) =
      Real.exp (-(x * t)) * Real.exp (-(n / (2 * k) * x)) := by
    rw [← Real.exp_add]
    congr 1
    ring
  simp only [rateDensity]
  rw [h1, h2]
  ring

/-- The `m`-th moment of the rate is `(2k/n)^m Γ(n/2 + m) / Γ(n/2)`. -/
theorem average_pow (hn : 0 < n) (hk : 0 < k) (m : ℕ) :
    rateAverage n k (fun x => x ^ m) =
      (2 * k / n) ^ m * (Real.Gamma (n / 2 + m) / Real.Gamma (n / 2)) := by
  have h := average_pow_mul_exp hn hk (le_refl 0) m
  simp only [mul_zero, neg_zero, Real.exp_zero, mul_one, add_zero] at h
  have hr : 0 < n / (2 * k) := by positivity
  have hc : (n / (2 * k)) ^ (n / 2) * (2 * k / n) ^ (n / 2) = 1 := by
    rw [← Real.mul_rpow hr.le (by positivity),
      show n / (2 * k) * (2 * k / n) = 1 by field, Real.one_rpow]
  rw [h, one_div_div, Real.rpow_add (by positivity), Real.rpow_natCast]
  linear_combination
    ((2 * k / n) ^ m * (Real.Gamma (n / 2 + m) / Real.Gamma (n / 2))) * hc

/-- Every moment of the rate is a convergent integral. -/
theorem integrable_pow (hn : 0 < n) (hk : 0 < k) (m : ℕ) :
    IntegrableOn (fun x => x ^ m * rateDensity n k x) (Ioi 0) := by
  by_contra h
  have h0 : rateAverage n k (fun x => x ^ m) = 0 := integral_undef h
  rw [average_pow hn hk] at h0
  have hp : 0 < (2 * k / n) ^ m * (Real.Gamma (n / 2 + m) / Real.Gamma (n / 2)) :=
    mul_pos (by positivity) (div_pos (Real.Gamma_pos_of_pos (by positivity))
      (Real.Gamma_pos_of_pos (by positivity)))
  exact hp.ne' h0

/-- The rate density is normalised, its mean is `k`, its relative variance is `2/n`, and
the averaged survival is `(1 + 2kt/n)^(-n/2)` at all times `t ≥ 0`. -/
theorem rate_fluctuations_and_survival (hn : 0 < n) (hk : 0 < k) :
    rateAverage n k (fun _ => 1) = 1 ∧
    rateAverage n k (fun x => x) = k ∧
    rateVariance n k / rateAverage n k (fun x => x) ^ 2 = 2 / n ∧
    ∀ t : ℝ, 0 ≤ t → rateAverage n k (fun x => Real.exp (-(x * t))) =
      (1 + 2 * k * t / n) ^ (-(n / 2)) := by
  have hG : Real.Gamma (n / 2) ≠ 0 := (Real.Gamma_pos_of_pos (by positivity)).ne'
  have ha : n / 2 ≠ 0 := by positivity
  have ha1 : n / 2 + 1 ≠ 0 := by positivity
  -- moments of order zero, one and two
  have m0 : rateAverage n k (fun x => x ^ 0) = 1 := by
    rw [average_pow hn hk, Nat.cast_zero, add_zero, div_self hG, pow_zero, mul_one]
  have m1 : rateAverage n k (fun x => x ^ 1) = k := by
    rw [average_pow hn hk, Nat.cast_one, Real.Gamma_add_one ha]
    field
  have m2 : rateAverage n k (fun x => x ^ 2) = k ^ 2 * (1 + 2 / n) := by
    rw [average_pow hn hk, show n / 2 + ((2 : ℕ) : ℝ) = n / 2 + 1 + 1 by push_cast; ring,
      Real.Gamma_add_one ha1, Real.Gamma_add_one ha]
    field
  have mean : rateAverage n k (fun x => x) = k := by simpa only [pow_one] using m1
  refine ⟨by simpa only [pow_zero] using m0, mean, ?_, ?_⟩
  · -- expand the squared deviation into moments
    have i0 := integrable_pow hn hk 0
    have i1 := integrable_pow hn hk 1
    have i2 := integrable_pow hn hk 2
    have i21 : IntegrableOn (fun x => x ^ 2 * rateDensity n k x -
        2 * k * (x ^ 1 * rateDensity n k x)) (Ioi 0) := i2.sub (i1.const_mul _)
    have hs : rateAverage n k (fun x => (x - k) ^ 2) =
        rateAverage n k (fun x => x ^ 2) - 2 * k * rateAverage n k (fun x => x ^ 1) +
          k ^ 2 * rateAverage n k (fun x => x ^ 0) := by
      unfold rateAverage
      rw [← integral_const_mul, ← integral_const_mul,
        ← integral_sub i2 (i1.const_mul _), ← integral_add i21 (i0.const_mul _)]
      congr 1
      ext x
      ring
    unfold rateVariance
    rw [mean, hs, m0, m1, m2]
    field
  · intro t ht
    have h := average_pow_mul_exp hn hk ht 0
    simp only [pow_zero, one_mul, Nat.cast_zero, add_zero] at h
    have hr : 0 < n / (2 * k) := by positivity
    have hB : 0 < 1 + 2 * k * t / n := by positivity
    have hs : n / (2 * k) + t = n / (2 * k) * (1 + 2 * k * t / n) := by field
    have hb : (1 + 2 * k * t / n)⁻¹ = n / (2 * k) * (1 / (n / (2 * k) + t)) := by
      rw [hs, one_div, mul_inv, ← mul_assoc, mul_inv_cancel₀ hr.ne', one_mul]
    rw [h, Real.rpow_neg hB.le, ← Real.inv_rpow hB.le, hb,
      Real.mul_rpow hr.le (by positivity)]
    field

/-- At every time `t > 0` the averaged survival exceeds the exponential decay with the
mean rate. -/
theorem exp_lt_average_survival (hn : 0 < n) (hk : 0 < k) (ht : 0 < t) :
    Real.exp (-(k * t)) < rateAverage n k (fun x => Real.exp (-(x * t))) := by
  have hu : 0 < 2 * k * t / n := by positivity
  have hB : 0 < 1 + 2 * k * t / n := by positivity
  rw [(rate_fluctuations_and_survival hn hk).2.2.2 t ht.le, Real.rpow_def_of_pos hB,
    Real.exp_lt_exp]
  have hl := Real.log_lt_sub_one_of_pos hB (by linarith)
  have hm := mul_lt_mul_of_pos_left hl (half_pos hn)
  have he : n / 2 * (1 + 2 * k * t / n - 1) = k * t := by field
  linarith

/-- As `n` grows without bound at fixed mean rate, the averaged survival tends to
`exp (-k t)`. -/
theorem tendsto_average_survival (hk : 0 < k) (ht : 0 ≤ t) :
    Tendsto (fun n => rateAverage n k (fun x => Real.exp (-(x * t)))) atTop
      (𝓝 (Real.exp (-(k * t)))) := by
  have h := (Real.tendsto_one_add_div_rpow_exp (2 * k * t)).rpow_const
    (p := -(1 / 2)) (Or.inl (Real.exp_pos _).ne')
  rw [← Real.exp_mul, show 2 * k * t * -(1 / 2) = -(k * t) by ring] at h
  refine h.congr' ?_
  filter_upwards [eventually_gt_atTop 0] with n hn
  rw [(rate_fluctuations_and_survival hn hk).2.2.2 t ht, ← Real.rpow_mul (by positivity)]
  congr 1
  ring

end

end FluctuatingUnimolecularRates
```

```lean
#print axioms FluctuatingUnimolecularRates.rateDensity_eq_chiSquare
-- 'FluctuatingUnimolecularRates.rateDensity_eq_chiSquare' depends on axioms: [propext, Classical.choice, Quot.sound]
#print axioms FluctuatingUnimolecularRates.exp_lt_average_survival
-- 'FluctuatingUnimolecularRates.exp_lt_average_survival' depends on axioms: [propext, Classical.choice, Quot.sound]
#print axioms FluctuatingUnimolecularRates.tendsto_average_survival
-- 'FluctuatingUnimolecularRates.tendsto_average_survival' depends on axioms: [propext, Classical.choice, Quot.sound]
```

`average_pow_mul_exp` is the Euler step: `setIntegral_congr_fun` reduces equality of the integrals to equality of the integrands at each x > 0, where powers and exponentials are combined. `average_pow` sets t = 0. The main theorem evaluates the moments with `Real.Gamma_add_one`, expands the square, and takes m = 0 for the survival. `exp_lt_average_survival` uses the logarithm inequality, and `tendsto_average_survival` the exponential limit.

The variance turns on `integrable_pow`. Splitting ⟨(x−k)²⟩ into three integrals requires each to converge. Mathlib assigns the value 0 to the integral of a non-integrable function (`integral_undef`), so a divergent moment would equal 0. But `average_pow` has already shown every moment to be positive, and the contradiction proves convergence without a separate estimate.

The condition t ≥ 0 matters for the survival formula. Take n = 2 and k = 1, so that p(x) = exp(−x), and t = −2. The average becomes the integral of exp(x) over x > 0, which diverges, while the formula gives (1 − 2)^(−1) = −1.

For RRKM practice, this means that a single rate constant k at fixed energy underestimates the survival at every t > 0 if the states decay independently with gamma-distributed rates of mean k; the discrepancy vanishes as n grows.
